# A lower bound on the orbital response, and its divergence when a Hessian eigenvalue coupled to the right-hand side tends to zero

A hyperfine tensor component of a radical can be computed as the derivative of an electronic energy with respect to the strength $\lambda$ of an electron–nucleus spin interaction. Suppose that the orbitals come from a self-consistent-field reference, while the energy $W$ being differentiated is not stationary with respect to them, as in a perturbative correlation method. The derivative then has a term from the change of the orbitals. Let $\kappa$ be the vector of real orbital-rotation amplitudes, $M$ the Hessian of the reference energy with respect to $\kappa$, and $h$ the property gradient, the mixed second derivative of the reference energy with respect to $\kappa$ and $\lambda$. Stationarity of the reference at every $\lambda$ gives $M\kappa' = -h$ for $\kappa' = d\kappa/d\lambda$. With $b = -\partial W/\partial\kappa$, the relaxation term is $-b\cdot\kappa'$. If $z$ solves the relaxation equation $Mz = b$, the symmetry of $M$ gives
$$-b\cdot\kappa' = -(Mz)\cdot\kappa' = -z\cdot M\kappa' = h\cdot z .$$
Below, the name orbital response refers to this auxiliary vector $z$, not to the derivative $\kappa'$ of the rotation amplitudes. As the reference approaches an instability with respect to these real rotations, an eigenvalue $e$ of $M$ approaches zero, and the question is what happens to $z$ and to $h\cdot z$. The response $z$ grows without bound provided that the overlap of $b$ with the normalised soft eigenvector stays away from zero, and $|h\cdot z|$ does so under two further conditions, one on the overlap of $h$ with that eigenvector and one on the contribution of the remaining rotations to $h\cdot z$. The physical origin of $M$, $b$ and $h$ just sketched is taken as input and is not among the checked statements, which start from the equation $Mz=b$.

```lean
import Mathlib

open Matrix Filter Topology

namespace OrbitalRelaxation

noncomputable section
```

## Amplitudes, modes and the shift

Amplitude vectors are real functions on a finite index set `n` of orbital pairs. Their length is the Euclidean one, $\|x\| = \sqrt{x\cdot x}$, which is defined explicitly because Mathlib's default norm on `n → ℝ` is the maximum norm. In the code `⬝ᵥ` is the dot product and `*ᵥ` the matrix–vector product.

```lean
/-- Euclidean length of a vector of orbital-rotation amplitudes. -/
def len {n : Type*} [Fintype n] (x : n → ℝ) : ℝ := Real.sqrt (x ⬝ᵥ x)
```

A mode is a vector $v$ with $Mv = ev$ and $\|v\| = 1$, for a real matrix with $M^{T} = M$. Nothing requires $e$ to be the lowest eigenvalue or to be nondegenerate, and $M$ may be indefinite or singular. An empty index set admits no mode, since no vector there has length one.

```lean
/-- `v` is a normalised eigenvector, with eigenvalue `e`, of the real symmetric
orbital Hessian `M`. -/
structure IsMode {n : Type*} [Fintype n] (M : Matrix n n ℝ) (v : n → ℝ) (e : ℝ) : Prop where
  symm : M.IsSymm
  eigen : M *ᵥ v = e • v
  unit : len v = 1
```

The relaxation shift of a single tensor component is $h\cdot z$, with all signs, prefactors and units absorbed in $h$ and $b$.

```lean
/-- Relaxation contribution `h · z` to a hyperfine component with property gradient `h`,
for the orbital response `z`. -/
def shift {n : Type*} [Fintype n] (h z : n → ℝ) : ℝ := h ⬝ᵥ z
```

The part of $h$ transverse to the mode is $h_\perp = h - (h\cdot v)\,v$.

```lean
/-- The vector `h` with its component along the unit vector `v` removed. -/
def transverse {n : Type*} [Fintype n] (v h : n → ℝ) : n → ℝ := h - (h ⬝ᵥ v) • v
```

A two-dimensional Hessian $\mathrm{diag}(e,1)$, with components numbered $0$ and $1$, will serve as the example: one soft direction and one stiff direction.

```lean
/-- A two-dimensional model Hessian with eigenvalues `e` and `1` on the diagonal. -/
def modelHessian (e : ℝ) : Matrix (Fin 2) (Fin 2) ℝ := !![e, 0; 0, 1]
```

The model is a linear equation in a finite real rotation space. Complex rotations, the basis-set limit, the unrelaxed part of the derivative and the tensor structure of the coupling are absent. In the general theorems a solution $z$ is assumed, not constructed; explicit solutions appear only in the two-dimensional example.

## Projection on the mode

The first ingredient is the Cauchy–Schwarz inequality. For real $t$, the quadratic $(tx-y)\cdot(tx-y) = t^2\,x\cdot x - 2t\,x\cdot y + y\cdot y$ is non-negative, so $(x\cdot y)^2 \le (x\cdot x)(y\cdot y)$, and square roots give $|x\cdot y| \le \|x\|\,\|y\|$. The lemma `abs_dot_le` takes the squared inequality from Mathlib as `Finset.sum_mul_sq_le_sq_mul_sq`, and `Real.abs_le_sqrt` performs the step to square roots.

```lean
section Fixed

variable {n : Type*} [Fintype n] {M : Matrix n n ℝ} {v b z : n → ℝ} {e : ℝ}

/-- Cauchy-Schwarz inequality for amplitude vectors. -/
theorem abs_dot_le (x y : n → ℝ) : |x ⬝ᵥ y| ≤ len x * len y := by
  have hx : 0 ≤ x ⬝ᵥ x := Finset.sum_nonneg fun i _ => mul_self_nonneg _
  unfold len
  rw [← Real.sqrt_mul hx]
  apply Real.abs_le_sqrt
  have h := Finset.sum_mul_sq_le_sq_mul_sq Finset.univ x y
  simpa only [dotProduct, sq] using h
```

The second ingredient is the relaxation equation multiplied from the left by $v$:
$$v\cdot b = v\cdot Mz = (M^{T}v)\cdot z = (Mv)\cdot z = e\,(v\cdot z).$$
The rewriting chain in `projected_equation` follows these equalities in order, with `hm.symm.eq` supplying $M^{T} = M$ and `hm.eigen` the eigenvalue equation. No other step of the general proofs uses the symmetry of $M$.

```lean
/-- The relaxation equation `M z = b` projected on the mode reads `v · b = e (v · z)`. -/
theorem projected_equation (hm : IsMode M v e) (hz : M *ᵥ z = b) :
    v ⬝ᵥ b = e * (v ⬝ᵥ z) := by
  subst hz
  -- move the symmetric Hessian onto the eigenvector
  rw [dotProduct_mulVec, ← mulVec_transpose, hm.symm.eq, hm.eigen, smul_dotProduct,
    smul_eq_mul]
```

Absolute values give $|v\cdot b| = |e|\,|v\cdot z|$, and Cauchy–Schwarz with $\|v\| = 1$ gives $|v\cdot z| \le \|z\|$. Together,
$$|v\cdot b| \le |e|\,\|z\| ,$$
for an eigenvalue of either sign or zero. At $e = 0$ this says that $Mz=b$ can be solved only if $v\cdot b = 0$.

```lean
/-- For an eigenvalue of any sign, every solution of `M z = b` obeys `|v · b| ≤ |e| ‖z‖`. -/
theorem overlap_le (hm : IsMode M v e) (hz : M *ᵥ z = b) : |v ⬝ᵥ b| ≤ |e| * len z := by
  have h := abs_dot_le v z
  rw [hm.unit, one_mul] at h
  rw [projected_equation hm hz, abs_mul]
  exact mul_le_mul_of_nonneg_left h (abs_nonneg e)
```

## The bound for a positive eigenvalue

For $e>0$, division of $|v\cdot b| = e\,|v\cdot z|$ by $e$ yields
$$|v\cdot z| = \frac{|v\cdot b|}{e} \le \|z\| .$$
In words, `response_lower_bound` says: for a mode $v$ of $M$ with positive eigenvalue $e$ and for every $z$ with $Mz = b$, the component of $z$ along $v$ has size exactly $|v\cdot b|/e$, and the length of $z$ is at least this number. A positive $e$ means that the reference energy curves upward along this rotation. The inequality alone would be uninformative for $e \le 0$, because the quotient is non-positive for $e<0$ and Lean sets division by zero equal to zero; the equality is the part that depends on `he`. The step `h1` clears the denominator with `eq_div_iff`, inserts the projected equation, and removes the absolute value of $e$ with `abs_of_pos`. The inequality is then Cauchy–Schwarz with `h1` substituted on the left.

```lean
/-- For a positive eigenvalue `e`, the component along the mode of any solution of `M z = b`
has size `|v · b| / e`, and the length of the solution is at least `|v · b| / e`. -/
theorem response_lower_bound (hm : IsMode M v e) (he : 0 < e) (hz : M *ᵥ z = b) :
    |v ⬝ᵥ z| = |v ⬝ᵥ b| / e ∧ |v ⬝ᵥ b| / e ≤ len z := by
  have h1 : |v ⬝ᵥ z| = |v ⬝ᵥ b| / e := by
    rw [eq_div_iff he.ne', projected_equation hm hz, abs_mul, abs_of_pos he, mul_comm]
  refine ⟨h1, ?_⟩
  have h := abs_dot_le v z
  rwa [hm.unit, one_mul, h1] at h
```

The bound is reached exactly when the response lies entirely along the mode. Write $a = v\cdot z = (v\cdot b)/e$. Since $v\cdot v = 1$,
$$(z - av)\cdot(z - av) = z\cdot z - 2a\,(v\cdot z) + a^2 = z\cdot z - a^2 .$$
If $\|z\| = |a|$, then $z\cdot z = a^2$, the left side vanishes, and $z = av$. Conversely $z = av$ gives $z\cdot z = a^2$ and $\|z\| = |a|$. In `response_eq_bound_iff`, `ha` identifies the two expressions for $a$, `h4` is the displayed expansion with $z\cdot z = a^2$ inserted, so that it equals zero, and `dotProduct_self_eq_zero` concludes that a vector of zero length is zero. With a single rotation amplitude, $M = (e)$, $v = \pm1$ and $z = b/e$, so equality always holds.

```lean
/-- The lower bound is attained exactly when the response equals `(v · b / e) v`. -/
theorem response_eq_bound_iff (hm : IsMode M v e) (he : 0 < e) (hz : M *ᵥ z = b) :
    len z = |v ⬝ᵥ b| / e ↔ z = (v ⬝ᵥ b / e) • v := by
  have hv : v ⬝ᵥ v = 1 := Real.sqrt_eq_one.mp hm.unit
  have ha : v ⬝ᵥ b / e = v ⬝ᵥ z := by
    rw [div_eq_iff he.ne', projected_equation hm hz, mul_comm]
  have hzz : 0 ≤ z ⬝ᵥ z := Finset.sum_nonneg fun i _ => mul_self_nonneg _
  rw [← (response_lower_bound hm he hz).1, ha]
  generalize hA : v ⬝ᵥ z = a
  constructor
  · intro h
    have h2 : z ⬝ᵥ z = a * a := by
      have h3 : len z * len z = z ⬝ᵥ z := Real.mul_self_sqrt hzz
      rw [← h3, h, abs_mul_abs_self]
    -- the part of `z` transverse to `v` has zero length
    have h4 : (z - a • v) ⬝ᵥ (z - a • v) = 0 := by
      simp only [sub_dotProduct, dotProduct_sub, smul_dotProduct, dotProduct_smul,
        smul_eq_mul, dotProduct_comm z v, hA, hv, h2]
      ring
    exact sub_eq_zero.mp (dotProduct_self_eq_zero.mp h4)
  · intro h
    have h2 : z ⬝ᵥ z = a * a := by
      rw [h, smul_dotProduct, dotProduct_smul, hv, smul_eq_mul, smul_eq_mul, mul_one]
    unfold len
    rw [h2, Real.sqrt_mul_self_eq_abs]
```

## A stable reference has a bounded response

An upper bound on the response follows if the Hessian satisfies $x\cdot Mx \ge \mu\,x\cdot x$ for all $x$ and some $\mu>0$. The constant $\mu$ is a margin of stability: the reference energy has curvature at least $\mu$ along every rotation direction of unit length. Taking $x = z$,
$$\mu\|z\|^2 \le z\cdot Mz = z\cdot b \le \|z\|\,\|b\| ,$$
and division by $\mu\|z\|$ gives $\|z\| \le \|b\|/\mu$, the case $z = 0$ being immediate. The theorem `response_upper_bound` needs neither a mode nor a symmetric $M$. Its step `h2` is the displayed chain. The division is replaced by a contradiction: if $\|b\| < \mu\|z\|$, then $\|z\|>0$ by the auxiliary lemma, and multiplying the strict inequality by $\|z\|$ contradicts `h2`.

```lean
/-- If the quadratic form of the Hessian is bounded below by `μ ‖x‖²` with `μ > 0`, every
solution of `M z = b` has length at most `‖b‖ / μ`. -/
theorem response_upper_bound {μ : ℝ} (hμ : 0 < μ)
    (hgap : ∀ x, μ * (x ⬝ᵥ x) ≤ x ⬝ᵥ M *ᵥ x) (hz : M *ᵥ z = b) : len z ≤ len b / μ := by
  have hzz : 0 ≤ z ⬝ᵥ z := Finset.sum_nonneg fun i _ => mul_self_nonneg _
  have h3 : len z * len z = z ⬝ᵥ z := Real.mul_self_sqrt hzz
  have hb : 0 ≤ len b := Real.sqrt_nonneg _
  have h1 := hgap z
  rw [hz, ← h3] at h1
  -- μ ‖z‖² ≤ z · b ≤ ‖z‖ ‖b‖
  have h2 : μ * (len z * len z) ≤ len z * len b :=
    h1.trans ((le_abs_self _).trans (abs_dot_le z b))
  rw [le_div_iff₀ hμ]
  by_contra hc
  have hc' : len b < len z * μ := not_le.mp hc
  have hpos : 0 < len z := pos_of_mul_pos_of_pos_right' hb hc' hμ
  nlinarith [mul_pos hpos (sub_pos.mpr hc')]
where
  pos_of_mul_pos_of_pos_right' {a B m : ℝ} (hB : 0 ≤ B) (h : B < a * m) (hm : 0 < m) :
      0 < a := by
    by_contra hn
    have hn' : a ≤ 0 := not_lt.mp hn
    nlinarith [mul_nonneg (neg_nonneg.mpr hn') hm.le]

end Fixed
```

## Families with a vanishing eigenvalue

A family of problems is labelled by an index $i$ of type `ι`, for instance a sequence of geometries, and the limit is taken along a filter `l`. For `ι` the natural numbers and `l` equal to `atTop` this is the limit of a sequence, and `∀ᶠ i in l` reads "for all sufficiently large $i$"; for a continuous parameter approaching a critical value it reads "close enough to that value, but not equal to it". The critical value itself has to be left out of `ι`, because the divergence theorems below assume a solution at every index, and at $e = 0$ there is none when $v\cdot b \ne 0$. The statement `Tendsto f l atTop` means $f_i \to +\infty$.

Both divergence theorems rest on one fact about real numbers. Let $e_i \to 0$, $c>0$, and $c \le |e_i| f_i$ eventually. Fix any real $R$. Eventually $|e_i| < c/(|R|+1)$. If $f_i < R$ at such an index, then $f_i \le |R|+1$ and
$$c \le |e_i| f_i \le |e_i|\,(|R|+1) < c ,$$
which is impossible. Hence $f_i \ge R$ eventually, for every $R$. In the code `hsmall` is the smallness of $|e_i|$, and the last `linarith` derives the displayed contradiction.

```lean
section Family

variable {ι : Type*} {l : Filter ι} {e : ι → ℝ}

/-- A quantity `f` with `|e| f ≥ c > 0` eventually tends to infinity when `e` tends to zero. -/
theorem tendsto_atTop_of_small_factor {f : ι → ℝ} {c : ℝ} (hc : 0 < c)
    (he : Tendsto e l (𝓝 0)) (hf : ∀ᶠ i in l, c ≤ |e i| * f i) : Tendsto f l atTop := by
  rw [tendsto_atTop]
  intro R
  have hR : 0 < |R| + 1 := by positivity
  have habs : Tendsto (fun i => |e i|) l (𝓝 0) := by simpa using he.abs
  have hsmall : ∀ᶠ i in l, |e i| < c / (|R| + 1) :=
    habs.eventually (gt_mem_nhds (div_pos hc hR))
  filter_upwards [hf, hsmall] with i h1 h2
  rw [lt_div_iff₀ hR] at h2
  by_contra h3
  have h4 : f i ≤ |R| + 1 := by linarith [not_le.mp h3, le_abs_self R]
  linarith [mul_le_mul_of_nonneg_left h4 (abs_nonneg (e i))]
```

Now let each $M_i$ have a mode $v_i$ with eigenvalue $e_i$, let $M_i z_i = b_i$, let $e_i \to 0$, and let $|v_i\cdot b_i| \ge c > 0$ eventually. The constant $c$ expresses that the energy $W$ keeps a gradient of non-vanishing size along the soft rotation. The condition fails, for example, when $b_i$ is totally symmetric under a point group and $v_i$ belongs to another irreducible representation, since the overlap is then zero. From the bound valid for any sign, $c \le |v_i\cdot b_i| \le |e_i|\,\|z_i\|$ eventually, and the lemma with $f_i = \|z_i\|$ gives $\|z_i\| \to \infty$. This is `response_diverges`. The index set `n i` may change with $i$, the mode and solution hypotheses hold at every $i$, and $e_i$ may approach zero from either side, so the unstable side of the threshold is included.

```lean
variable {n : ι → Type*} [∀ i, Fintype (n i)] {M : ∀ i, Matrix (n i) (n i) ℝ}
  {v b z h : ∀ i, n i → ℝ}

/-- Along a family of Hessians whose mode eigenvalue tends to zero while `|v · b|` stays above
a positive constant, the length of the orbital response tends to infinity. -/
theorem response_diverges {c : ℝ} (hm : ∀ i, IsMode (M i) (v i) (e i))
    (hz : ∀ i, M i *ᵥ z i = b i) (he : Tendsto e l (𝓝 0)) (hc : 0 < c)
    (hb : ∀ᶠ i in l, c ≤ |v i ⬝ᵥ b i|) : Tendsto (fun i => len (z i)) l atTop := by
  refine tendsto_atTop_of_small_factor hc he ?_
  filter_upwards [hb] with i hi
  exact hi.trans (overlap_le (hm i) (hz i))
```

A long vector $z_i$ does not by itself make $h_i\cdot z_i$ large. Two more conditions are assumed. The first, $|h_i\cdot v_i| \ge d > 0$ eventually, says that the hyperfine operator keeps coupling to the soft rotation. The second, $|h_{i\perp}\cdot z_i| \le K$ eventually, says that the remaining rotations contribute a bounded amount, so that they cannot cancel the growing term; it is a hypothesis on the solution and is not derived from a gap in the rest of the spectrum. Dropping the index, the definition of $h_\perp$ gives $h\cdot z - h_\perp\cdot z = (h\cdot v)(v\cdot z)$. Multiplying by $e$ and using the projected equation,
$$(h\cdot v)(v\cdot b) = e\,(h\cdot z - h_\perp\cdot z),$$
and therefore
$$d\,c \le |h\cdot v|\,|v\cdot b| = |e|\,|h\cdot z - h_\perp\cdot z| \le |e|\,(|h\cdot z| + K).$$
The lemma, with $dc$ in place of $c$, gives $|h_i\cdot z_i| + K \to \infty$, and subtracting the constant $K$ preserves the limit. In `shift_diverges`, `hsplit` is the first display, `htri` is the triangle inequality, the `calc` block is the second display, and `tendsto_atTop_add_const_right` removes $K$. The conclusion concerns the absolute value, and the sign of the shift is left open.

```lean
/-- Along a family of solutions of `M z = b` whose mode eigenvalue tends to zero, if eventually `|v
· b|` and `|h · v|` each stay above a positive constant and the shift due to the transverse part of
`h` stays bounded, the size of the relaxation shift `h · z` tends to infinity. -/
theorem shift_diverges {c d K : ℝ} (hm : ∀ i, IsMode (M i) (v i) (e i))
    (hz : ∀ i, M i *ᵥ z i = b i) (he : Tendsto e l (𝓝 0)) (hc : 0 < c)
    (hb : ∀ᶠ i in l, c ≤ |v i ⬝ᵥ b i|) (hd : 0 < d) (hh : ∀ᶠ i in l, d ≤ |h i ⬝ᵥ v i|)
    (hK : ∀ᶠ i in l, |shift (transverse (v i) (h i)) (z i)| ≤ K) :
    Tendsto (fun i => |shift (h i) (z i)|) l atTop := by
  have key : Tendsto (fun i => |shift (h i) (z i)| + K) l atTop := by
    refine tendsto_atTop_of_small_factor (mul_pos hd hc) he ?_
    filter_upwards [hb, hh, hK] with i h1 h2 h3
    -- (h · v)(v · b) = e (total shift - transverse shift)
    have hsplit : (h i ⬝ᵥ v i) * (v i ⬝ᵥ b i)
        = e i * (shift (h i) (z i) - shift (transverse (v i) (h i)) (z i)) := by
      rw [projected_equation (hm i) (hz i)]
      simp only [shift, transverse, sub_dotProduct, smul_dotProduct, smul_eq_mul]
      ring
    have htri : |shift (h i) (z i) - shift (transverse (v i) (h i)) (z i)|
        ≤ |shift (h i) (z i)| + K := by
      have h4 := abs_le.mp h3
      rw [abs_le]
      constructor
      · linarith [h4.2, neg_abs_le (shift (h i) (z i))]
      · linarith [h4.1, le_abs_self (shift (h i) (z i))]
    calc d * c ≤ |h i ⬝ᵥ v i| * |v i ⬝ᵥ b i| := mul_le_mul h2 h1 hc.le (abs_nonneg _)
      _ = |e i| * |shift (h i) (z i) - shift (transverse (v i) (h i)) (z i)| := by
        rw [← abs_mul, hsplit, abs_mul]
      _ ≤ |e i| * (|shift (h i) (z i)| + K) :=
        mul_le_mul_of_nonneg_left htri (abs_nonneg _)
  simpa using tendsto_atTop_add_const_right l (-K) key

end Family
```

For electronic-structure calculations, the result says that within this linear, finite, real model a relaxed hyperfine contribution can be dominated by a near-instability of the reference determinant. It is a statement about the response equation of an approximate method and not about the exact coupling of the molecule.

## The two-dimensional example

For $M = \mathrm{diag}(e,1)$ with $e \ne 0$, the unit vector $v = (1,0)$ is a mode with eigenvalue $e$. With $b = (1,1)$ the vector $z = (1/e,\,1)$ solves $Mz = b$, and $v\cdot b = 1$. With $h = (1,1)$ the transverse part is $h_\perp = (0,1)$, and $h_\perp\cdot z = 1$. Since $h = b$, the overlap $h\cdot v$ is the same number $1$, so these values match the conditions of both divergence theorems with $c = d = K = 1$ along any family of nonzero $e_i$ tending to zero. For the right-hand side $(0,1)$, orthogonal to $v$, the vector $(0,1)$ is a solution whatever $e$ is, so a small eigenvalue without overlap produces no growth. The theorem `response_witness` states these identities for each fixed $e \neq 0$ and verifies them component by component over `Fin 2`.

```lean
/-- For the model Hessian with `e ≠ 0` and mode `(1,0)`: `(1/e,1)` solves the equation with
right-hand side `(1,1)`, whose overlap with the mode is `1`, the transverse shift for
`h = (1,1)` is `1`, and `(0,1)` solves the equation with right-hand side `(0,1)`. -/
theorem response_witness {e : ℝ} (he : e ≠ 0) :
    IsMode (modelHessian e) ![1, 0] e ∧
    modelHessian e *ᵥ ![1 / e, 1] = ![1, 1] ∧
    (![1, 0] : Fin 2 → ℝ) ⬝ᵥ ![1, 1] = 1 ∧
    shift (transverse (![1, 0] : Fin 2 → ℝ) ![1, 1]) ![1 / e, 1] = 1 ∧
    modelHessian e *ᵥ ![0, 1] = ![0, 1] := by
  refine ⟨⟨?_, ?_, ?_⟩, ?_, ?_, ?_, ?_⟩
  · ext i j
    fin_cases i <;> fin_cases j <;> simp [modelHessian]
  · ext i
    fin_cases i <;> simp [modelHessian, mulVec, dotProduct, Fin.sum_univ_succ]
  · simp [len, dotProduct, Fin.sum_univ_succ]
  · ext i
    fin_cases i <;> simp [modelHessian, mulVec, dotProduct, Fin.sum_univ_succ, he]
  · simp [dotProduct, Fin.sum_univ_succ]
  · simp [shift, transverse, dotProduct, Fin.sum_univ_succ]
  · ext i
    fin_cases i <;> simp [modelHessian, mulVec, dotProduct, Fin.sum_univ_succ]

end

end OrbitalRelaxation
```

```lean
#print axioms OrbitalRelaxation.response_eq_bound_iff
-- 'OrbitalRelaxation.response_eq_bound_iff' depends on axioms: [propext, Classical.choice, Quot.sound]
#print axioms OrbitalRelaxation.response_upper_bound
-- 'OrbitalRelaxation.response_upper_bound' depends on axioms: [propext, Classical.choice, Quot.sound]
#print axioms OrbitalRelaxation.response_diverges
-- 'OrbitalRelaxation.response_diverges' depends on axioms: [propext, Classical.choice, Quot.sound]
#print axioms OrbitalRelaxation.shift_diverges
-- 'OrbitalRelaxation.shift_diverges' depends on axioms: [propext, Classical.choice, Quot.sound]
```

## The response as an inverse matrix applied to $b$

A different formulation assumes $M$ positive definite and defines the response as $z = M^{-1}b$. Existence and uniqueness of $z$ are then part of the setting. With an orthonormal eigenbasis $v_k$ and eigenvalues $e_k>0$ from the spectral theorem, one would have $\|z\|^2 = \sum_k (v_k\cdot b)^2/e_k^2$, the lower bound would amount to keeping a single term, and the constant $K$ could be replaced by bounds on $b$, $h$ and the other eigenvalues. The price is generality: Hessians with a negative or zero eigenvalue elsewhere in the spectrum, and the approach to the instability from the unstable side, would be excluded. Treating $Mz = b$ as a hypothesis uses only one eigenpair and covers all solutions when there are several.
